# For anti-Hermitian $K$, the displacement of an orbital $v$ under $e^{K}$ is at most $\|Kv\|$

## Physical setting

A formal statement about how far an orbital moves has to fix what an orbital is and how distance is measured. Here an orbital is its vector of complex expansion coefficients in a finite orthonormal basis, and distance is the Euclidean 2-norm of the difference of two such vectors. Let $n$ be a finite set of labels and let $\chi_p$, $p \in n$, be orthonormal one-electron functions. The orbital $\varphi = \sum_p v_p \chi_p$ is represented by the column vector $v$ with entries $v_p$, and orthonormality of the basis gives

$$\langle \varphi | \varphi \rangle = \sum_p |v_p|^2 = v^\dagger v = \|v\|^2 ,$$

where $\dagger$ denotes the conjugate transpose. The choice of norm matters, because the argument rests on unitary matrices preserving lengths, and the length they preserve is this one.

A generator is a complex square matrix $K$ indexed by $n$, and it is anti-Hermitian when $K^\dagger = -K$. Its exponential is the power series $e^{K} = \sum_{k \ge 0} K^k / k!$. The exponential parametrisation writes a unitary mixing of orbitals as $v \mapsto e^{K} v$. Expanding the series gives $e^{K} v = v + Kv + \tfrac12 K^2 v + \dots$, so $Kv$ is the first-order change of the orbital and $e^{K}v - v$ is its full displacement.

In an SCF orbital update that is written as $e^{K}$ with anti-Hermitian $K$, in a finite orthonormal basis of current orbitals, orbital $p$ is the unit vector $e_p$, and the result below bounds its movement in one step by the norm of one column of the generator, $\|K e_p\| = \big(\sum_q |K_{qp}|^2\big)^{1/2}$. This holds for a step of any size, but two unit vectors are never more than $2$ apart, so the bound is informative only while the column norm is below $2$. For a time-independent Hermitian matrix $H$ on a finite-dimensional state space, $K = -iH/\hbar$, with $\hbar$ the reduced Planck constant, is anti-Hermitian, and the one-parameter form of the bound limits the distance between the state vectors at times $0$ and $t$, $v$ and $e^{tK}v$, to $|t|\,\|Hv\|/\hbar$.

## Statement

Let $K^\dagger = -K$ and let $v$ be any coefficient vector, normalised or not. The main theorem, `displacement_le_first_order`, says

$$\|e^{K} v - v\| \le \|K v\| .$$

It is the case $s = 0$, $t = 1$ of `orbit_lipschitz`, which holds for all real $s$ and $t$:

$$\|e^{tK} v - e^{sK} v\| \le |t - s| \, \|K v\| .$$

The same argument applied once more gives the neighbouring result `linearisation_error_le`, a bound on the error of the linearised update $v + Kv$:

$$\|e^{K} v - v - K v\| \le \tfrac12 \|K K v\| .$$

The theorem `displacement_ratio_tendsto` describes the limit of small steps, for any square complex $K$, anti-Hermitian or not:

$$\lim_{t \to 0,\; t \ne 0} \frac{\|e^{tK} v - v\|}{|t|} = \|K v\| .$$

Finally `antiHermitian_witness` exhibits a two-orbital generator with rows $(i, 1)$ and $(-1, 0)$, shows that it is anti-Hermitian, and shows that it sends the vector $(1, 0)$ to a nonzero vector.

## Derivation

Connect $v$ to $e^{K}v$ by the curve $r(t) = e^{tK} v$ with real $t$, so that $r(0) = v$ and $r(1) = e^{K} v$.

**Step 1: $e^{tK}$ is unitary.** Put $A = tK$. Since $t$ is real, $A^\dagger = t K^\dagger = -A$. Taking the conjugate transpose of the series term by term gives $(e^{A})^\dagger = e^{A^\dagger} = e^{-A}$. The matrices $-A$ and $A$ commute, so their exponentials multiply by adding exponents:

$$(e^{A})^\dagger e^{A} = e^{-A} e^{A} = e^{-A + A} = e^{0} = 1 .$$

**Step 2: unitary matrices preserve the norm.** If a matrix $U$ satisfies $U^\dagger U = 1$, then for every vector $w$

$$\|U w\|^2 = (Uw)^\dagger (Uw) = w^\dagger U^\dagger U w = w^\dagger w = \|w\|^2 ,$$

and both norms are nonnegative, so $\|Uw\| = \|w\|$.

**Step 3: the velocity.** Differentiating the series in $t$ gives

$$\frac{d}{dt} e^{tK} = \sum_{k \ge 1} \frac{t^{k-1} K^{k}}{(k-1)!} = e^{tK} K ,$$

and multiplying by the fixed vector $v$ gives $r'(t) = e^{tK} (K v)$. No property of $K$ is used. The factor $K$ commutes with $e^{tK}$ and could stand on either side; on the right it displays the velocity as the fixed vector $Kv$ acted on by $e^{tK}$.

**Step 4: constant speed.** Steps 1 and 2 with $w = Kv$ give $\|r'(u)\| = \|Kv\|$ for every real $u$. For $s \le t$,

$$\|r(t) - r(s)\| = \Big\| \int_s^t r'(u)\, du \Big\| \le \int_s^t \|r'(u)\|\, du = (t - s)\, \|Kv\| ,$$

and exchanging $s$ and $t$ covers the other order, which produces the factor $|t - s|$. The left side is the chord between two points of the orbit and the right side is the length of the arc that joins them.

**Step 5: the main bound.** Setting $s = 0$ and $t = 1$ gives $\|e^{K}v - v\| \le \|Kv\|$.

**Second order.** Define the remainder $g(x) = e^{xK} v - v - x K v$ for $0 \le x \le 1$. Then $g(0) = 0$ and, by step 3, $g'(x) = e^{xK}(Kv) - Kv$. This is the displacement of the vector $Kv$ along its own orbit, so step 4 with $Kv$ in place of $v$, from $0$ to $x$, gives $\|g'(x)\| \le x \|KKv\|$. Integrating,

$$\|g(1)\| \le \int_0^1 x\, \|KKv\|\, dx = \tfrac12 \|KKv\| .$$

**Small steps.** Step 3 at $t = 0$ says that $(e^{tK}v - v)/t \to Kv$. The norm is continuous and $\|w/t\| = \|w\|/|t|$, so the ratio $\|e^{tK}v - v\|/|t|$ tends to $\|Kv\|$. This indicates why the constant 1 in the main bound is the best uniform one for two orbitals. If a constant $c < 1$ worked for every anti-Hermitian $2 \times 2$ generator, it would work for $tK$ with $K$ the witness matrix, giving $\|e^{tK}v - v\|/|t| \le c\|Kv\|$ for all $t \neq 0$; the limit would give $\|Kv\| \le c \|Kv\|$, which fails when $Kv \ne 0$.

**Smallest cases.** For an empty label set the only vector is zero and every inequality reads $0 \le 0$. For one orbital an anti-Hermitian generator is a purely imaginary number $K = i\theta$ with $\theta$ real, and for $\|v\| = 1$ the two bounds become

$$|e^{i\theta} - 1| = 2\,|\sin(\theta/2)| \le |\theta| , \qquad |e^{i\theta} - 1 - i\theta| \le \theta^2/2 ,$$

the first being chord against arc on the unit circle. The one-orbital matrix $K = 1$, which is not anti-Hermitian, has $|e - 1| > 1$, so the main bound fails without the hypothesis. For two orbitals, the real generator with rows $(0, -\pi/2)$ and $(\pi/2, 0)$ turns $v = (1, 1)$ into $(-1, 1)$. The displacement $(-2, 0)$ has 2-norm $2$, below $\|Kv\| = \pi/\sqrt2$, whereas its largest entry in absolute value, $2$, exceeds the value $\pi/2$ found for $Kv = (\pi/2)(-1, 1)$; the same inequality written in the maximum norm is therefore false.

## What the formal version assumes

The labels form an arbitrary finite type `n`, which may be empty. Generators have type `Matrix n n ℂ`, and orbitals have type `EuclideanSpace ℂ n`, whose norm is the 2-norm above. Matrix multiplication `*ᵥ` acts on plain functions from `n` to the complex numbers, which in Mathlib carry the maximum norm. The definition `act M v` therefore unwraps $v$ with `v.ofLp`, multiplies, and wraps the product again with `WithLp.toLp 2`; it is the vector $Mv$ measured in the 2-norm. The expression `act K (act K v)` is $KKv$.

`AntiHermitian K` is the equation `Kᴴ = -K`, where `ᴴ` is the conjugate transpose. It is the only hypothesis of the three inequalities and it is assumed, not derived from any electronic-structure model. Real antisymmetric generators are included as complex matrices with real entries. `rot K t` is `NormedSpace.exp (t • K)`, the matrix $e^{tK}$ for real `t`, and the main theorem uses `NormedSpace.exp K` directly. The sign convention is $e^{+K}$; a parametrisation by $e^{-K}$ is the same statement applied to the anti-Hermitian matrix $-K$.

In the limit theorem, `𝓝[≠] 0` means that $t$ approaches zero through nonzero values from either side. The point $t = 0$ is left out because Lean sets a quotient with zero denominator to $0$, which differs from $\|Kv\|$ whenever $Kv \neq 0$. In the witness the labels are `Fin 2`, that is $0$ and $1$, and `!₂[1, 0]` is the normalised basis orbital $e_0$.

The model is finite-dimensional, so unbounded generators on a function space are not treated. The basis is orthonormal: for coefficients in a non-orthogonal atomic basis the physical norm involves the overlap matrix, and such coefficients must first be transformed to an orthonormal basis. The statement concerns one coefficient vector; energies, densities and many-electron determinants do not appear. The distance is between vectors and not between rays, so a pure phase change $v \mapsto e^{i\theta} v$, generated for instance by $K = i\theta\,1$ with $\theta$ real, counts as displacement, as in the one-orbital case. The two applications named at the start, the argument about the constant $c$ and the worked small cases are reasoning on paper and do not appear as theorems in the file.

## The Lean file

```lean
import Mathlib

open Matrix Filter Topology

namespace OrbitalRotation

noncomputable section

variable {n : Type*} [Fintype n] [DecidableEq n]

/-- A generator `K` is anti-Hermitian when `K† = -K`. -/
def AntiHermitian (K : Matrix n n ℂ) : Prop := Kᴴ = -K

/-- The matrix `M` applied to an orbital coefficient vector `v` in Euclidean space. -/
def act (M : Matrix n n ℂ) (v : EuclideanSpace ℂ n) : EuclideanSpace ℂ n :=
  WithLp.toLp 2 (M *ᵥ v.ofLp)

/-- For a fixed orbital `v`, the linear map `M ↦ M v`. -/
def actOn (v : EuclideanSpace ℂ n) : Matrix n n ℂ →ₗ[ℂ] EuclideanSpace ℂ n where
  toFun M := act M v
  map_add' A B := by simp [act, Matrix.add_mulVec]
  map_smul' c A := by simp [act, Matrix.smul_mulVec]

/-- The one-parameter family `exp(tK)` generated by `K`, for real `t`. -/
def rot (K : Matrix n n ℂ) (t : ℝ) : Matrix n n ℂ := NormedSpace.exp (t • K)

/-- At `t = 0` the matrix `exp(tK)` leaves every orbital unchanged. -/
theorem act_rot_zero (K : Matrix n n ℂ) (v : EuclideanSpace ℂ n) :
    act (rot K 0) v = v := by
  simp [act, rot]

/-- For anti-Hermitian `K` and real `t`, `exp(tK)† exp(tK) = 1`. -/
theorem rot_unitary {K : Matrix n n ℂ} (hK : AntiHermitian K) (t : ℝ) :
    (rot K t)ᴴ * rot K t = 1 := by
  have h : Kᴴ = -K := hK
  have hA : (t • K)ᴴ = -(t • K) := by
    rw [conjTranspose_smul, h]
    simp
  unfold rot
  -- exp(A)† exp(A) = exp(-A) exp(A) = exp(0)
  rw [← Matrix.exp_conjTranspose, hA,
    ← Matrix.exp_add_of_commute _ _ (Commute.refl (t • K)).neg_left, neg_add_cancel,
    NormedSpace.exp_zero]

/-- A matrix with `U† U = 1` preserves the norm of every orbital. -/
theorem norm_act_of_unitary {U : Matrix n n ℂ} (hU : Uᴴ * U = 1)
    (w : EuclideanSpace ℂ n) : ‖act U w‖ = ‖w‖ := by
  have h : inner ℂ (act U w) (act U w) = inner ℂ w w := by
    rw [EuclideanSpace.inner_eq_star_dotProduct, EuclideanSpace.inner_eq_star_dotProduct]
    show (U *ᵥ w.ofLp) ⬝ᵥ star (U *ᵥ w.ofLp) = w.ofLp ⬝ᵥ star w.ofLp
    rw [Matrix.star_mulVec, dotProduct_comm, ← Matrix.dotProduct_mulVec,
      Matrix.mulVec_mulVec, hU, Matrix.one_mulVec, dotProduct_comm]
  have h2 : ‖act U w‖ ^ 2 = ‖w‖ ^ 2 := by
    rw [← inner_self_eq_norm_sq (𝕜 := ℂ) (act U w), ← inner_self_eq_norm_sq (𝕜 := ℂ) w, h]
  exact (sq_eq_sq₀ (norm_nonneg _) (norm_nonneg _)).1 h2

open scoped Matrix.Norms.Operator in
/-- For any generator `K`, the orbit `t ↦ exp(tK) v` has velocity `exp(tK) K v`. -/
theorem hasDerivAt_orbit (K : Matrix n n ℂ) (v : EuclideanSpace ℂ n) (t : ℝ) :
    HasDerivAt (fun u : ℝ => act (rot K u) v) (act (rot K t) (act K v)) t := by
  have h := hasDerivAt_exp_smul_const K t
  -- push the derivative of the exponential through the linear map M ↦ M v
  have h2 := ((LinearMap.toContinuousLinearMap (actOn v)).restrictScalars
    ℝ).hasFDerivAt.comp_hasDerivAt t h
  have h3 : act (rot K t) (act K v) = act (rot K t * K) v := by
    simp [act, Matrix.mulVec_mulVec]
  rw [h3]
  exact h2

/-- For anti-Hermitian `K`, the distance between `exp(tK) v` and `exp(sK) v` is at most
`|t - s| ‖K v‖`. -/
theorem orbit_lipschitz {K : Matrix n n ℂ} (hK : AntiHermitian K)
    (v : EuclideanSpace ℂ n) (s t : ℝ) :
    ‖act (rot K t) v - act (rot K s) v‖ ≤ |t - s| * ‖act K v‖ := by
  -- the speed along the orbit is the constant ‖K v‖
  have hspeed : ∀ u : ℝ, ‖act (rot K u) (act K v)‖ = ‖act K v‖ :=
    fun u => norm_act_of_unitary (rot_unitary hK u) _
  have h := Convex.norm_image_sub_le_of_norm_hasDerivWithin_le
    (f := fun u : ℝ => act (rot K u) v) (f' := fun u : ℝ => act (rot K u) (act K v))
    (s := Set.univ) (C := ‖act K v‖)
    (fun u _ => (hasDerivAt_orbit K v u).hasDerivWithinAt)
    (fun u _ => (hspeed u).le) convex_univ (Set.mem_univ s) (Set.mem_univ t)
  rw [Real.norm_eq_abs, mul_comm] at h
  exact h

/-- For anti-Hermitian `K`, the displacement `exp(K) v - v` of an orbital is no longer than
its first-order change `K v`. -/
theorem displacement_le_first_order {K : Matrix n n ℂ} (hK : AntiHermitian K)
    (v : EuclideanSpace ℂ n) :
    ‖act (NormedSpace.exp K) v - v‖ ≤ ‖act K v‖ := by
  have h := orbit_lipschitz hK v 0 1
  rw [act_rot_zero, sub_zero, abs_one, one_mul, rot, one_smul] at h
  exact h

/-- For anti-Hermitian `K`, the linearised update `v + K v` differs from `exp(K) v` by at
most `‖K K v‖ / 2`. -/
theorem linearisation_error_le {K : Matrix n n ℂ} (hK : AntiHermitian K)
    (v : EuclideanSpace ℂ n) :
    ‖act (NormedSpace.exp K) v - v - act K v‖ ≤ ‖act K (act K v)‖ / 2 := by
  have hg : ∀ x : ℝ, HasDerivAt (fun u : ℝ => act (rot K u) v - v - u • act K v)
      (act (rot K x) (act K v) - act K v) x := fun x =>
    (((hasDerivAt_orbit K v x).sub_const v).fun_sub
      ((hasDerivAt_id' x).smul_const (act K v))).congr_deriv (by rw [one_smul])
  have hB : ∀ x : ℝ, HasDerivAt (fun u : ℝ => u ^ 2 / 2 * ‖act K (act K v)‖)
      (x * ‖act K (act K v)‖) x := fun x =>
    (((hasDerivAt_pow 2 x).div_const 2).mul_const _).congr_deriv
      (by ring)
  -- the remainder grows at the rate of the displacement of K v
  have hbound : ∀ x ∈ Set.Ico (0 : ℝ) 1,
      ‖act (rot K x) (act K v) - act K v‖ ≤ x * ‖act K (act K v)‖ := by
    intro x hx
    have h := orbit_lipschitz hK (act K v) 0 x
    rwa [act_rot_zero, sub_zero, abs_of_nonneg hx.1] at h
  have h := image_norm_le_of_norm_deriv_right_le_deriv_boundary (a := 0) (b := 1)
    (fun x _ => (hg x).continuousAt.continuousWithinAt)
    (fun x _ => (hg x).hasDerivWithinAt) (by simp [act_rot_zero]) hB hbound
    (Set.right_mem_Icc.2 zero_le_one)
  simp only [rot, one_smul] at h
  linarith

/-- The ratio `‖exp(tK) v - v‖ / |t|` tends to `‖K v‖` as `t → 0` through nonzero values. -/
theorem displacement_ratio_tendsto (K : Matrix n n ℂ) (v : EuclideanSpace ℂ n) :
    Tendsto (fun t : ℝ => ‖act (rot K t) v - v‖ / |t|) (𝓝[≠] 0) (𝓝 ‖act K v‖) := by
  have h := (hasDerivAt_iff_tendsto_slope_zero.1 (hasDerivAt_orbit K v 0)).norm
  simp only [zero_add, act_rot_zero] at h
  refine h.congr fun t => ?_
  simp only [norm_smul, norm_inv, Real.norm_eq_abs, div_eq_inv_mul]

/-- The two-orbital generator with rows `(i, 1)` and `(-1, 0)` is anti-Hermitian and does
not annihilate the first basis orbital. -/
theorem antiHermitian_witness :
    AntiHermitian (!![Complex.I, 1; -1, 0] : Matrix (Fin 2) (Fin 2) ℂ) ∧
      act (!![Complex.I, 1; -1, 0] : Matrix (Fin 2) (Fin 2) ℂ) !₂[1, 0] ≠ 0 := by
  constructor
  · unfold AntiHermitian
    ext i j
    fin_cases i <;> fin_cases j <;> simp [Matrix.conjTranspose_apply]
  · intro h
    have h1 := congrArg (fun w : EuclideanSpace ℂ (Fin 2) => w.ofLp 1) h
    simp [act, Fin.sum_univ_succ] at h1

end

end OrbitalRotation
```

```lean
#print axioms OrbitalRotation.displacement_le_first_order
#print axioms OrbitalRotation.linearisation_error_le
#print axioms OrbitalRotation.displacement_ratio_tendsto
```

```
'OrbitalRotation.displacement_le_first_order' depends on axioms: [propext, Classical.choice, Quot.sound]
'OrbitalRotation.linearisation_error_le' depends on axioms: [propext, Classical.choice, Quot.sound]
'OrbitalRotation.displacement_ratio_tendsto' depends on axioms: [propext, Classical.choice, Quot.sound]
```

## Notes on the proof

`act_rot_zero` is $r(0) = v$. It is used wherever the starting point of an orbit has to be simplified.

`rot_unitary` is step 1. The auxiliary `hA` is $(tK)^\dagger = -tK$. The final chain of rewrites follows the displayed line: `Matrix.exp_conjTranspose`, read backwards, moves the dagger inside the exponential; `hA` turns the exponent into $-A$; `Matrix.exp_add_of_commute`, read backwards, merges the two exponentials, with `(Commute.refl (t • K)).neg_left` supplying the commutation of $-A$ with $A$; and `NormedSpace.exp_zero` finishes.

`norm_act_of_unitary` is step 2. The inner product is written as a dot product with a conjugated vector. `Matrix.star_mulVec` is $(Uw)^\dagger = w^\dagger U^\dagger$, the next rewrites regroup the product as $w^\dagger (U^\dagger U) w$, and `hU` replaces $U^\dagger U$ by $1$. Then `inner_self_eq_norm_sq` converts equal inner products into equal squared norms, and `sq_eq_sq₀` removes the squares using nonnegativity.

`hasDerivAt_orbit` is step 3. The term-by-term differentiation is replaced by `hasDerivAt_exp_smul_const`, which gives the matrix derivative $e^{tK}K$. That lemma needs a norm on matrices, and `open scoped Matrix.Norms.Operator in` supplies one for this theorem alone; no matrix norm occurs in any statement. Multiplying by the fixed vector $v$ is the linear map `actOn v`, which sends $M$ to $Mv$. It is continuous because the space of matrices is finite-dimensional, and `restrictScalars` views it as real-linear, since the variable $t$ is real. The chain rule `comp_hasDerivAt` then gives the derivative $(e^{tK}K)v$, and `h3` regroups it as $e^{tK}(Kv)$.

`orbit_lipschitz` is step 4. The local statement `hspeed` is the constant speed. Where the derivation integrates, the proof calls the mean value inequality `Convex.norm_image_sub_le_of_norm_hasDerivWithin_le`: on a convex set, here the whole real line `Set.univ`, a function whose derivative has norm at most $C$ satisfies $\|f(t) - f(s)\| \le C\,|t - s|$. With $C = \|Kv\|$ this is the claim. `displacement_le_first_order` specialises it to `orbit_lipschitz hK v 0 1` and simplifies both ends, which is step 5.

In `linearisation_error_le`, `hg` is the derivative of the remainder $g$, and `hbound` is the estimate $\|g'(x)\| \le x\|KKv\|$ for $0 \le x < 1$, obtained from `orbit_lipschitz hK (act K v) 0 x`. The integral of the derivation appears as a comparison function $B(x) = \tfrac{x^2}{2}\|KKv\|$, whose derivative $x\|KKv\|$ is `hB`. The lemma `image_norm_le_of_norm_deriv_right_le_deriv_boundary` takes $\|g(0)\| \le B(0)$ and $\|g'(x)\| \le B'(x)$ on the interval and returns $\|g(x)\| \le B(x)$, which is evaluated at $x = 1$.

`displacement_ratio_tendsto` unfolds the derivative at $t = 0$ into convergence of the difference quotient with `hasDerivAt_iff_tendsto_slope_zero`, applies continuity of the norm through `.norm`, and uses `norm_smul` to pull out the factor $1/|t|$. It depends on step 3 only, so it carries no hypothesis on $K$.

`antiHermitian_witness` checks $K^\dagger = -K$ entry by entry, with `fin_cases` running over the four index pairs. For the second part, $K e_0$ is column $0$ of the matrix, the vector $(i, -1)$; the proof reads off component $1$, which equals $-1$ and so is not zero.
